# A linear factor fitted to the correlation factor (1 − e^(−γr))/(2γ) with weight r² e^(−βr) has a slope below the cusp value 1/2

## Choosing the coefficient of a linear term

When the saturating correlation factor (1 − e^(−γr))/(2γ), with γ > 0 and r the distance between the two electrons, is replaced by a single term c r, a value of c has to be chosen. If it is chosen by least squares over all r > 0 with weight r² e^(−βr), the result below gives it in closed form. It also tells us what to expect when we compare it with the cusp: the fitted slope is always smaller than 1/2.

In atomic units, the wave function of a singlet pair generally grows as 1 + r/2 near coalescence. The factor

f(r) = (1 − e^(−γr)) / (2γ), γ > 0,

has this initial slope and levels off at 1/(2γ). The parameter γ sets the inverse range over which correlation acts. In the weight, r² comes from the volume element, and e^(−βr) with β > 0 is a simple model for how rarely the electrons are far apart.

Hylleraas expansions contain terms linear in r. In this one-parameter least-squares model, a coefficient below 1/2 is the correct outcome and no sign of a faulty integral.

## The optimal slope

Define the fit error

E(c) = ∫₀^∞ r² e^(−βr) (c r − f(r))² dr.

A real number c minimises E exactly when it equals

c₀ = β⁵ (β⁻⁴ − (β+γ)⁻⁴) / (8γ).

Moreover 0 < c₀ < 1/2. At fixed β, c₀ decreases strictly as γ grows, and it tends to 1/2 as γ → 0⁺.

## Derivation by moments

Repeated integration by parts gives, for b > 0,

∫₀^∞ rⁿ e^(−br) dr = n!/bⁿ⁺¹.

Expanding the square,

(c r − f)² = c² r² − (c/γ) r (1 − e^(−γr)) + (1 − 2e^(−γr) + e^(−2γr)) / (4γ²).

Multiplying by r² e^(−βr) and integrating each term gives

E(c) = 24c²/β⁵ − (6c/γ)(β⁻⁴ − (β+γ)⁻⁴) + K,

where K does not depend on c:

K = (2/β³ − 4/(β+γ)³ + 2/(β+2γ)³) / (4γ²).

The linear coefficient is −2(24/β⁵)c₀, so completing the square yields

E(c) = E(c₀) + (24/β⁵)(c − c₀)².

The last term is positive unless c = c₀, which settles both minimality and uniqueness.

For the bounds, put x = β/(β+γ), so that 0 < x < 1 and β/γ = x/(1−x). Then

c₀ = x(1 − x⁴) / (8(1−x)) = (x + x² + x³ + x⁴)/8.

Each of the four powers lies between 0 and 1, hence 0 < c₀ < 4/8 = 1/2. As γ grows, x falls, and every power falls with it. As γ → 0⁺, x → 1 and c₀ → 1/2.

Finally, f′(r) = e^(−γr)/2, so f′(0) = 1/2. The fitted slope is smaller because f bends below its initial tangent: c₀ is the average of f(r)/r with weight r⁴ e^(−βr), and f(r)/r < 1/2 for every r > 0.

## Two values by hand

For β = γ = 1 we have x = 1/2, and

c₀ = (1/2 + 1/4 + 1/8 + 1/16)/8 = 15/128 ≈ 0.117.

For β = 3, γ = 1 the weight is concentrated at shorter distances. Now x = 3/4, and

c₀ = (3/4 + 9/16 + 27/64 + 81/256)/8 = 525/2048 ≈ 0.256.

The second slope is closer to 1/2, but still only about half of it.

## How the Lean statement reads

All parameters and distances are real numbers. `corrFactor γ` is f, `misfit β γ c` is the integrand, `fitError β γ c` is E(c), and `optSlope β γ` is c₀. The domain `Ioi 0` is the half-line r > 0. The hypotheses `hβ` and `hγ` state that β and γ are positive.

The theorem `minimises_iff` compares c with every real c′, so the minimum is global. In `undershoots_cusp`, `HasDerivAt` is a two-sided derivative at 0: it uses the formula for f at negative r as well, although only r ≥ 0 is physical. `StrictAntiOn` on `Ioi 0` expresses the strict decrease with γ, and `𝓝[>] 0` the approach to zero from above.

The model contains no Hamiltonian and no energy. The cusp value enters through the chosen form of f, and the weight is postulated rather than computed from a wave function. The result therefore concerns this fit, not the coefficient that an energy minimisation would select.

```lean
import Mathlib

open MeasureTheory Set Filter Topology

namespace HylleraasLinearFit

noncomputable section

/-- The radial function `r^n exp(-b r)`. -/
def slaterRadial (n : ℕ) (b r : ℝ) : ℝ := r ^ n * Real.exp (-b * r)

/-- The saturating correlation factor `(1 - exp(-γ r)) / (2γ)`, for `γ > 0`. -/
def corrFactor (γ r : ℝ) : ℝ := (1 - Real.exp (-γ * r)) / (2 * γ)

/-- The squared misfit between the linear factor `c r` and the saturating factor, weighted by `r^2
exp(-β r)`, for `γ > 0`. -/
def misfit (β γ c r : ℝ) : ℝ :=
  r ^ 2 * Real.exp (-β * r) * (c * r - corrFactor γ r) ^ 2

/-- The total weighted squared misfit over all distances `r > 0`, for `β, γ > 0`. -/
def fitError (β γ c : ℝ) : ℝ := ∫ r in Ioi (0 : ℝ), misfit β γ c r

/-- The slope `β^5 (β^-4 - (β+γ)^-4) / (8γ)`, for `β, γ > 0`. -/
def optSlope (β γ : ℝ) : ℝ := β ^ 5 * (1 / β ^ 4 - 1 / (β + γ) ^ 4) / (8 * γ)

/-- The integral of `r^n exp(-b r)` over `r > 0` is `n! / b^(n+1)` when `b > 0`. -/
theorem slater_moment (n : ℕ) {b : ℝ} (hb : 0 < b) :
    ∫ r in Ioi (0 : ℝ), slaterRadial n b r = (n.factorial : ℝ) / b ^ (n + 1) := by
  have h := Real.integral_rpow_mul_exp_neg_mul_Ioi (a := (n : ℝ) + 1) (r := b)
    (by positivity) hb
  have e : (1 / b) ^ ((n : ℝ) + 1) = 1 / b ^ (n + 1) := by
    rw [← Nat.cast_succ, Real.rpow_natCast, one_div_pow]
  rw [Real.Gamma_nat_eq_factorial, e] at h
  simp only [add_sub_cancel_right, Real.rpow_natCast] at h
  simp only [slaterRadial, neg_mul]
  rw [h]
  ring

/-- The function `r^n exp(-b r)` is integrable over `r > 0` when `b > 0`. -/
theorem slater_integrable (n : ℕ) {b : ℝ} (hb : 0 < b) :
    Integrable (slaterRadial n b) (volume.restrict (Ioi (0 : ℝ))) := by
  -- a non-integrable function would have integral zero in Lean
  by_contra h
  have h0 := integral_undef h
  rw [slater_moment n hb] at h0
  have hpos : 0 < (n.factorial : ℝ) / b ^ (n + 1) := by positivity
  linarith

/-- The misfit is a combination of functions `r^n exp(-b r)` with decay rates `β`, `β + γ`
and `β + 2γ`. -/
theorem misfit_expand (β γ c r : ℝ) :
    misfit β γ c r = c ^ 2 * slaterRadial 4 β r
      - c / γ * (slaterRadial 3 β r - slaterRadial 3 (β + γ) r)
      + 1 / (4 * γ ^ 2) * (slaterRadial 2 β r - 2 * slaterRadial 2 (β + γ) r
        + slaterRadial 2 (β + 2 * γ) r) := by
  have e1 : Real.exp (-(β + γ) * r) = Real.exp (-β * r) * Real.exp (-γ * r) := by
    rw [← Real.exp_add]
    congr 1
    ring
  have e2 : Real.exp (-(β + 2 * γ) * r) = Real.exp (-β * r) * Real.exp (-γ * r) ^ 2 := by
    rw [sq, ← Real.exp_add, ← Real.exp_add]
    congr 1
    ring
  unfold misfit corrFactor slaterRadial
  rw [e1, e2]
  ring

/-- The misfit is integrable over `r > 0`, and its integral is an explicit quadratic polynomial
in the slope `c`. -/
theorem fitError_value {β γ : ℝ} (hβ : 0 < β) (hγ : 0 < γ) (c : ℝ) :
    Integrable (misfit β γ c) (volume.restrict (Ioi (0 : ℝ))) ∧
    fitError β γ c = c ^ 2 * (24 / β ^ 5) - c / γ * (6 / β ^ 4 - 6 / (β + γ) ^ 4)
      + 1 / (4 * γ ^ 2) * (2 / β ^ 3 - 2 * (2 / (β + γ) ^ 3) + 2 / (β + 2 * γ) ^ 3) := by
  have h1 : 0 < β + γ := by positivity
  have h2 : 0 < β + 2 * γ := by positivity
  let μ : Measure ℝ := volume.restrict (Ioi (0 : ℝ))
  have hA : Integrable (fun r => c ^ 2 * slaterRadial 4 β r) μ :=
    (slater_integrable 4 hβ).const_mul _
  have hB : Integrable (fun r => c / γ * (slaterRadial 3 β r - slaterRadial 3 (β + γ) r)) μ :=
    ((slater_integrable 3 hβ).sub (slater_integrable 3 h1)).const_mul _
  have hE : Integrable (fun r => 2 * slaterRadial 2 (β + γ) r) μ :=
    (slater_integrable 2 h1).const_mul _
  have hD : Integrable (fun r => slaterRadial 2 β r - 2 * slaterRadial 2 (β + γ) r) μ :=
    (slater_integrable 2 hβ).sub hE
  have hC : Integrable (fun r => 1 / (4 * γ ^ 2) * (slaterRadial 2 β r
      - 2 * slaterRadial 2 (β + γ) r + slaterRadial 2 (β + 2 * γ) r)) μ :=
    (hD.add (slater_integrable 2 h2)).const_mul _
  have hAB : Integrable (fun r => c ^ 2 * slaterRadial 4 β r
      - c / γ * (slaterRadial 3 β r - slaterRadial 3 (β + γ) r)) μ := hA.sub hB
  constructor
  · rw [funext (misfit_expand β γ c)]
    exact hAB.add hC
  · have f4 : ((Nat.factorial 4 : ℕ) : ℝ) = 24 := by norm_num [Nat.factorial]
    have f3 : ((Nat.factorial 3 : ℕ) : ℝ) = 6 := by norm_num [Nat.factorial]
    have f2 : ((Nat.factorial 2 : ℕ) : ℝ) = 2 := by norm_num [Nat.factorial]
    simp only [fitError, misfit_expand]
    -- integrate term by term and insert the moments
    rw [integral_add hAB hC, integral_sub hA hB, integral_const_mul, integral_const_mul,
      integral_const_mul, integral_sub (slater_integrable 3 hβ) (slater_integrable 3 h1),
      integral_add hD (slater_integrable 2 h2), integral_sub (slater_integrable 2 hβ) hE,
      integral_const_mul, slater_moment 4 hβ, slater_moment 3 hβ, slater_moment 3 h1,
      slater_moment 2 hβ, slater_moment 2 h1, slater_moment 2 h2, f4, f3, f2]

/-- A slope `c` minimises the weighted squared misfit exactly when it equals
`β^5 (β^-4 - (β+γ)^-4) / (8γ)`. -/
theorem minimises_iff {β γ : ℝ} (hβ : 0 < β) (hγ : 0 < γ) (c : ℝ) :
    (∀ c', fitError β γ c ≤ fitError β γ c') ↔ c = optSlope β γ := by
  have h1 : 0 < β + γ := by positivity
  have hlin : 1 / γ * (6 / β ^ 4 - 6 / (β + γ) ^ 4) = 2 * (24 / β ^ 5) * optSlope β γ := by
    unfold optSlope
    field_simp
    ring
  -- complete the square in the slope
  have hsq : ∀ a, fitError β γ a
      = fitError β γ (optSlope β γ) + 24 / β ^ 5 * (a - optSlope β γ) ^ 2 := by
    intro a
    rw [(fitError_value hβ hγ a).2, (fitError_value hβ hγ (optSlope β γ)).2]
    linear_combination (optSlope β γ - a) * hlin
  have hk : 0 < 24 / β ^ 5 := by positivity
  constructor
  · intro h
    by_contra hne
    have hd : c - optSlope β γ ≠ 0 := sub_ne_zero.mpr hne
    have hp : 0 < (c - optSlope β γ) ^ 2 := by positivity
    linarith [h (optSlope β γ), hsq c, mul_pos hk hp]
  · rintro rfl a
    linarith [hsq a, mul_nonneg hk.le (sq_nonneg (a - optSlope β γ))]

/-- The optimal slope depends only on the ratio `x = β / (β + γ)` and equals
`(x + x^2 + x^3 + x^4) / 8`. -/
theorem optSlope_ratio {β γ : ℝ} (hβ : 0 < β) (hγ : 0 < γ) :
    optSlope β γ = (β / (β + γ) + (β / (β + γ)) ^ 2 + (β / (β + γ)) ^ 3
      + (β / (β + γ)) ^ 4) / 8 := by
  have h1 : 0 < β + γ := by positivity
  unfold optSlope
  field_simp
  ring

/-- The saturating correlation factor has slope `1/2` at `r = 0`, while the optimal linear factor
has a slope strictly between `0` and `1/2`. -/
theorem undershoots_cusp {β γ : ℝ} (hβ : 0 < β) (hγ : 0 < γ) :
    HasDerivAt (corrFactor γ) (1 / 2) 0 ∧ 0 < optSlope β γ ∧ optSlope β γ < 1 / 2 := by
  have hx0 : 0 < β / (β + γ) := by positivity
  have hx1 : β / (β + γ) < 1 := by
    rw [div_lt_one (by positivity)]
    linarith
  refine ⟨?_, ?_, ?_⟩
  · have h := ((((hasDerivAt_id' (0 : ℝ)).const_mul (-γ)).exp.const_sub 1).div_const (2 * γ))
    refine h.congr_deriv ?_
    simp only [mul_zero, Real.exp_zero]
    field_simp
  · rw [optSlope_ratio hβ hγ]
    positivity
  · rw [optSlope_ratio hβ hγ]
    have hp : ∀ n : ℕ, n ≠ 0 → (β / (β + γ)) ^ n < 1 :=
      fun n hn => pow_lt_one₀ hx0.le hx1 hn
    linarith [hp 2 (by norm_num), hp 3 (by norm_num), hp 4 (by norm_num)]

/-- At fixed `β`, the optimal slope decreases strictly as `γ > 0` grows. -/
theorem optSlope_strictAnti {β : ℝ} (hβ : 0 < β) : StrictAntiOn (optSlope β) (Ioi 0) := by
  intro a ha b hb hab
  have ha' : 0 < a := ha
  have hb' : 0 < b := hb
  rw [optSlope_ratio hβ ha', optSlope_ratio hβ hb']
  have hp : ∀ n : ℕ, n ≠ 0 → (β / (β + b)) ^ n < (β / (β + a)) ^ n :=
    fun n hn => by gcongr
  have h1 := hp 1 (by norm_num)
  rw [pow_one, pow_one] at h1
  linarith [hp 2 (by norm_num), hp 3 (by norm_num), hp 4 (by norm_num)]

/-- At fixed `β`, the optimal slope tends to `1/2` as `γ` tends to zero from above. -/
theorem optSlope_tendsto {β : ℝ} (hβ : 0 < β) :
    Tendsto (optSlope β) (𝓝[>] 0) (𝓝 (1 / 2)) := by
  have hx : ContinuousAt (fun γ : ℝ => β / (β + γ)) 0 :=
    ContinuousAt.div (by fun_prop) (by fun_prop) (by simpa using hβ.ne')
  have hc : ContinuousAt (fun γ : ℝ => (β / (β + γ) + (β / (β + γ)) ^ 2
      + (β / (β + γ)) ^ 3 + (β / (β + γ)) ^ 4) / 8) 0 :=
    (((hx.add (hx.pow 2)).add (hx.pow 3)).add (hx.pow 4)).div_const 8
  have hv : (β / (β + 0) + (β / (β + 0)) ^ 2 + (β / (β + 0)) ^ 3
      + (β / (β + 0)) ^ 4) / 8 = 1 / 2 := by
    rw [add_zero, div_self hβ.ne']
    norm_num
  rw [← hv]
  refine (hc.tendsto.mono_left nhdsWithin_le_nhds).congr' ?_
  filter_upwards [self_mem_nhdsWithin] with γ hγ
  exact (optSlope_ratio hβ hγ).symm

end

end HylleraasLinearFit
```

```lean
#print axioms HylleraasLinearFit.minimises_iff
#print axioms HylleraasLinearFit.undershoots_cusp
#print axioms HylleraasLinearFit.optSlope_strictAnti
#print axioms HylleraasLinearFit.optSlope_tendsto
```

```
'HylleraasLinearFit.minimises_iff' depends on axioms: [propext, Classical.choice, Quot.sound]
'HylleraasLinearFit.undershoots_cusp' depends on axioms: [propext, Classical.choice, Quot.sound]
'HylleraasLinearFit.optSlope_strictAnti' depends on axioms: [propext, Classical.choice, Quot.sound]
'HylleraasLinearFit.optSlope_tendsto' depends on axioms: [propext, Classical.choice, Quot.sound]
```

## How the proof follows the derivation

`slater_moment` takes the moments from Mathlib's Gamma integral, using Γ(n+1) = n!. `slater_integrable` then argues by contradiction: Lean assigns the integral zero to a non-integrable function, whereas these moments are positive.

`misfit_expand` is the expansion of the square. The identities `e1` and `e2` split the exponentials with rates β + γ and β + 2γ into products, after which `ring` matches the terms. `fitError_value` establishes integrability of each part, integrates term by term and inserts the factorials 4!, 3! and 2!.

In `minimises_iff`, `hlin` identifies the linear coefficient and `hsq` completes the square. If c is a minimiser different from c₀, comparing it with c₀ contradicts the positive quadratic term. Conversely, that term is never negative, so c₀ is a minimiser.

`optSlope_ratio` proves the formula in x by clearing denominators. The remaining theorems rest on it:

- `undershoots_cusp` differentiates f by the chain rule, then bounds the powers of x by 1 and adds the inequalities.
- `optSlope_strictAnti` compares the powers of x at two values of γ, with `gcongr` supplying each strict inequality.
- `optSlope_tendsto` uses the continuity at γ = 0 of the expression in x, whose value there is 1/2. Since this expression agrees with `optSlope` for all γ > 0, the one-sided limit carries over.
